# No Pulay term in the eigenvalue derivative for a fixed, finite plane-wave basis

I move atoms through a periodic cell and expand the electronic states in plane waves up to a cutoff. At each new geometry the expansion coefficients change, and the basis is far from complete. Yet, for norm-conserving pseudopotentials, the electronic part of the usual force expression differentiates only the pseudopotential and ignores the change in the coefficients. Does that omission cost accuracy at a low cutoff? And if I push all atoms along together, do their contributions still cancel in such a truncated basis?

## The coefficient changes cancel through the norm

The omission costs nothing as long as the plane waves stay fixed and the coefficients form a normalised eigenvector of the truncated matrix. Completeness plays no part: the result is the exact derivative of the truncated eigenvalue, although both still carry the error of the cutoff. A Pulay term is the extra contribution that arises when the basis functions themselves depend on the atomic positions. Fixed plane waves do not, so only the change in the coefficients has to be examined.

Let $G_i$ be the chosen wave vectors, $T_i$ real kinetic energies and $\tau_a$ the position of atom $a$. The Hamiltonian is

$$H_{ij}=T_i\delta_{ij}+\sum_a W^a_{ij}\,e^{-i(G_i-G_j)\cdot\tau_a},\qquad W^a_{ij}=v_a(G_i-G_j)+D_a f_a(G_i)\overline{f_a(G_j)}.$$

Here $v_a$ is the local form factor, $D_a$ a real strength and $f_a$ a nonlocal projector. The condition $v_a(-q)=\overline{v_a(q)}$ says that the local potential is real in position space. With it, $\overline{W^a_{ji}}=W^a_{ij}$; the phases obey the same relation, so $H$ is Hermitian.

If atom $a$ has velocity $u_a$, only the phases change:

$$H'_{ij}=\sum_a(-i)(G_i-G_j)\cdot u_a\,W^a_{ij}\,e^{-i(G_i-G_j)\cdot\tau_a}.$$

For $Hc=ec$ and $c^\dagger c=1$, the eigenvalue is $e=c^\dagger Hc$. Hence

$$e'=c'^\dagger Hc+c^\dagger H'c+c^\dagger Hc'=c^\dagger H'c+e\,(c'^\dagger c+c^\dagger c')=c^\dagger H'c,$$

because the last bracket is the derivative of $c^\dagger c=1$.

For a common velocity $u$, put $X=\mathrm{diag}(G_i\cdot u)$. The kinetic term is diagonal and commutes with $X$, so $H'=-i(XH-HX)$. Then $c^\dagger H'c=-i(e\,c^\dagger Xc-e\,c^\dagger Xc)=0$: the contributions cancel at any cutoff.

## What the Lean statements say

`Pseudo d` holds one atom's $v$, $D$ and $f$ in $d$ dimensions, with one nonlocal channel. The finite types `ι` and `α` label plane waves and atoms, `phase` is the structure factor of one atom, and `star` is complex conjugation. For a normalised eigenvector of a nondegenerate level, `slope` is one atom's contribution to $e'$; if the velocity is a unit vector, its negative is what one electron in this state contributes to the force on that atom along this direction. Despite its name, `gradient` is the matrix $H'$ along the given velocities. Volume factors are absorbed into $v$ and $D$.

`no_pulay_term` assumes that positions and eigenvector are differentiable at $t$, and that normalisation and the eigenvalue equation hold at all times. Differentiability of the real eigenvalue `e` is a conclusion. That of the eigenvector is assumed, which matters at degeneracies, where the eigenvector must follow a suitable branch.

`slope_sum_rule` needs only an eigenvector at one geometry, and `rigid_motion_stationary` needs equal velocities only at $t$.

For this finite, non-interacting model, the result justifies computing band-energy forces at fixed occupations without coefficient derivatives. The step to a Kohn–Sham total-energy force remains: there the potential also depends on the density. Ultrasoft pseudopotentials are not covered, because their overlap matrix depends on the atomic positions.

```lean
import Mathlib

open Matrix

namespace PlaneWaveForce

noncomputable section

/-- A pseudopotential in reciprocal space: a local form factor `v` with `v(-q) = conj v(q)`,
and one separable nonlocal channel with real strength `D` and projector `f`. -/
structure Pseudo (d : ℕ) where
  v : (Fin d → ℝ) → ℂ
  D : ℝ
  f : (Fin d → ℝ) → ℂ
  v_neg : ∀ q, v (-q) = star (v q)

/-- Matrix element `v(p - q) + D f(p) conj f(q)` of an atom at the origin. -/
def Pseudo.W {d : ℕ} (A : Pseudo d) (p q : Fin d → ℝ) : ℂ :=
  A.v (p - q) + A.D * A.f p * star (A.f q)

/-- Structure factor `exp(-i q·τ)` of an atom at position `τ`. -/
def phase {d : ℕ} (q τ : Fin d → ℝ) : ℂ :=
  Complex.exp (-Complex.I * ((q ⬝ᵥ τ : ℝ) : ℂ))

variable {ι α : Type*} [Fintype ι] [Fintype α] {d : ℕ}

/-- Quadratic form in the coefficients `c` (the expectation value if `c` is a unit vector) of the
explicit derivative of one atom's pseudopotential when the atom at `τ` moves with velocity `u`. -/
def slope (G : ι → Fin d → ℝ) (A : Pseudo d) (τ u : Fin d → ℝ) (c : ι → ℂ) : ℂ :=
  ∑ i, ∑ j, star (c i) * c j * (-Complex.I * (((G i - G j) ⬝ᵥ u : ℝ) : ℂ)) *
    A.W (G i) (G j) * phase (G i - G j) τ

/-- Matrix of the explicit derivative of the Hamiltonian when atom `a` moves with
velocity `u a`. -/
def gradient (G : ι → Fin d → ℝ) (A : α → Pseudo d) (τ u : α → Fin d → ℝ) :
    Matrix ι ι ℂ :=
  Matrix.of fun i j => ∑ a, (-Complex.I * (((G i - G j) ⬝ᵥ u a : ℝ) : ℂ)) *
    (A a).W (G i) (G j) * phase (G i - G j) (τ a)

/-- Plane-wave Hamiltonian: diagonal real kinetic energies `T` plus the pseudopotentials of
all atoms at the positions `τ`. -/
def hamiltonian [DecidableEq ι] (T : ι → ℝ) (G : ι → Fin d → ℝ) (A : α → Pseudo d)
    (τ : α → Fin d → ℝ) : Matrix ι ι ℂ :=
  Matrix.of fun i j => (if i = j then (T i : ℂ) else 0) +
    ∑ a, (A a).W (G i) (G j) * phase (G i - G j) (τ a)

omit [Fintype ι] in
/-- The plane-wave Hamiltonian is Hermitian. -/
theorem hamiltonian_hermitian [DecidableEq ι] (T : ι → ℝ) (G : ι → Fin d → ℝ)
    (A : α → Pseudo d) (τ : α → Fin d → ℝ) : (hamiltonian T G A τ).IsHermitian := by
  have hW : ∀ (B : Pseudo d) (p q : Fin d → ℝ), star (B.W q p) = B.W p q := by
    intro B p q
    have hD : star (B.D : ℂ) = B.D := Complex.conj_ofReal _
    simp only [Pseudo.W, star_add, star_mul', star_star, hD]
    rw [← B.v_neg, neg_sub]
    ring
  have hP : ∀ p q x : Fin d → ℝ, star (phase (q - p) x) = phase (p - q) x := by
    intro p q x
    unfold phase
    rw [Complex.star_def, ← Complex.exp_conj, ← neg_sub p q, neg_dotProduct]
    congr 1
    simp only [map_mul, map_neg, Complex.conj_I, Complex.conj_ofReal, Complex.ofReal_neg]
    ring
  refine Matrix.IsHermitian.ext fun i j => ?_
  simp only [hamiltonian, Matrix.of_apply, star_add, star_sum, star_mul', hW, hP]
  congr 1
  by_cases h : i = j
  · subst h
    simp
  · simp [h, Ne.symm h]

/-- An eigenvector of a Hermitian matrix with real eigenvalue `e` is, after conjugation,
a left eigenvector with the same eigenvalue. -/
theorem left_eigen {M : Matrix ι ι ℂ} (hM : M.IsHermitian) {c : ι → ℂ} {e : ℝ}
    (h : M *ᵥ c = (e : ℂ) • c) : star c ᵥ* M = (e : ℂ) • star c := by
  have h1 := congrArg star h
  have he : star (e : ℂ) = e := Complex.conj_ofReal _
  rwa [Matrix.star_mulVec, hM.eq, star_smul, he] at h1

/-- Hellmann–Feynman theorem: for a differentiable matrix path, Hermitian at `t`, with a unit
eigenvector differentiable at `t`, the eigenvalue has derivative `⟨c, H' c⟩`. -/
theorem hellmann_feynman {H : ℝ → Matrix ι ι ℂ} {H' : Matrix ι ι ℂ} {c : ℝ → ι → ℂ}
    {c' : ι → ℂ} {e : ℝ → ℝ} {t : ℝ} (hherm : (H t).IsHermitian)
    (hH : ∀ i j, HasDerivAt (fun s => H s i j) (H' i j) t) (hc : HasDerivAt c c' t)
    (hnorm : ∀ s, star (c s) ⬝ᵥ c s = 1) (heig : ∀ s, H s *ᵥ c s = (e s : ℂ) • c s) :
    HasDerivAt (fun s => (e s : ℂ)) (star (c t) ⬝ᵥ (H' *ᵥ c t)) t := by
  have hci := hasDerivAt_pi.1 hc
  have hbar : ∀ i, HasDerivAt (fun s => star (c s i)) (star (c' i)) t :=
    fun i => (hci i).star
  -- the norm is constant, so its derivative vanishes
  have hN : star c' ⬝ᵥ c t + star (c t) ⬝ᵥ c' = 0 := by
    have h1 : HasDerivAt (fun s => ∑ i, star (c s i) * c s i)
        (∑ i, (star (c' i) * c t i + star (c t i) * c' i)) t :=
      HasDerivAt.fun_sum fun i _ => (hbar i).fun_mul (hci i)
    have h2 : (fun s => ∑ i, star (c s i) * c s i) = fun _ => (1 : ℂ) :=
      funext fun s => hnorm s
    rw [h2] at h1
    have h3 := h1.unique (hasDerivAt_const t (1 : ℂ))
    rw [Finset.sum_add_distrib] at h3
    exact h3
  -- the eigenvalue is an expectation value
  have hE : (fun s => (e s : ℂ)) =
      fun s => ∑ i, star (c s i) * ∑ j, H s i j * c s j := by
    funext s
    have h1 : star (c s) ⬝ᵥ (H s *ᵥ c s) = e s := by
      rw [heig s, dotProduct_smul, hnorm s, smul_eq_mul, mul_one]
    exact h1.symm
  have hD : HasDerivAt (fun s => ∑ i, star (c s i) * ∑ j, H s i j * c s j)
      (∑ i, (star (c' i) * ∑ j, H t i j * c t j +
        star (c t i) * ∑ j, (H' i j * c t j + H t i j * c' j))) t :=
    HasDerivAt.fun_sum fun i _ => (hbar i).fun_mul
      (HasDerivAt.fun_sum fun j _ => (hH i j).fun_mul (hci j))
  have hL : star (c t) ⬝ᵥ (H t *ᵥ c') = e t * (star (c t) ⬝ᵥ c') := by
    rw [Matrix.dotProduct_mulVec, left_eigen hherm (heig t), smul_dotProduct, smul_eq_mul]
  rw [hE]
  refine hD.congr_deriv ?_
  calc _ = star c' ⬝ᵥ (H t *ᵥ c t) +
        (star (c t) ⬝ᵥ (H' *ᵥ c t) + star (c t) ⬝ᵥ (H t *ᵥ c')) := by
        simp only [dotProduct, Matrix.mulVec, Pi.star_apply, Finset.sum_add_distrib, mul_add]
    _ = _ := by
        rw [hL, heig t, dotProduct_smul, smul_eq_mul]
        linear_combination (e t : ℂ) * hN

/-- The atomic slopes add up to `c† H' c`, where `H'` is the derivative matrix `gradient`. -/
theorem sum_slope (G : ι → Fin d → ℝ) (A : α → Pseudo d) (τ u : α → Fin d → ℝ)
    (c : ι → ℂ) :
    ∑ a, slope G (A a) (τ a) (u a) c = star c ⬝ᵥ (gradient G A τ u *ᵥ c) := by
  simp only [slope, gradient, dotProduct, Matrix.mulVec, Matrix.of_apply, Pi.star_apply,
    Finset.mul_sum, Finset.sum_mul]
  rw [Finset.sum_comm]
  refine Finset.sum_congr rfl fun i _ => ?_
  rw [Finset.sum_comm]
  exact Finset.sum_congr rfl fun j _ => Finset.sum_congr rfl fun a _ => by ring

/-- Plane-wave forces without Pulay term: if the atoms move differentiably and a unit
eigenvector is differentiable at `t`, the eigenvalue's derivative is the sum of the atomic
slopes, in which the derivative of the eigenvector does not occur. -/
theorem no_pulay_term [DecidableEq ι] (T : ι → ℝ) (G : ι → Fin d → ℝ) (A : α → Pseudo d)
    {τ : ℝ → α → Fin d → ℝ} {u : α → Fin d → ℝ} {c : ℝ → ι → ℂ} {c' : ι → ℂ}
    {e : ℝ → ℝ} {t : ℝ} (hτ : HasDerivAt τ u t) (hc : HasDerivAt c c' t)
    (hnorm : ∀ s, star (c s) ⬝ᵥ c s = 1)
    (heig : ∀ s, hamiltonian T G A (τ s) *ᵥ c s = (e s : ℂ) • c s) :
    HasDerivAt (fun s => (e s : ℂ)) (∑ a, slope G (A a) (τ t a) (u a) (c t)) t := by
  -- only the structure factors depend on the positions
  have hphase : ∀ (q : Fin d → ℝ) (a : α), HasDerivAt (fun s => phase q (τ s a))
      (-Complex.I * ((q ⬝ᵥ u a : ℝ) : ℂ) * phase q (τ t a)) t := by
    intro q a
    have h1 : HasDerivAt (fun s => q ⬝ᵥ τ s a) (q ⬝ᵥ u a) t :=
      HasDerivAt.fun_sum fun k _ =>
        (hasDerivAt_pi.1 (hasDerivAt_pi.1 hτ a) k).const_mul (q k)
    exact ((h1.ofReal_comp.const_mul (-Complex.I)).cexp).congr_deriv
      (by unfold phase; ring)
  rw [sum_slope G A (τ t) u (c t)]
  refine hellmann_feynman (H := fun s => hamiltonian T G A (τ s))
    (hamiltonian_hermitian T G A (τ t)) (fun i j => ?_) hc hnorm heig
  have h := (HasDerivAt.fun_sum fun a (_ : a ∈ Finset.univ) =>
    (hphase (G i - G j) a).const_mul ((A a).W (G i) (G j))).const_add
      (if i = j then (T i : ℂ) else 0)
  refine h.congr_deriv ?_
  simp only [gradient, Matrix.of_apply]
  exact Finset.sum_congr rfl fun a _ => by ring

/-- Sum rule: in an eigenvector of the Hamiltonian with real eigenvalue, the slopes for a
common velocity `u` of all atoms add up to zero. -/
theorem slope_sum_rule [DecidableEq ι] (T : ι → ℝ) (G : ι → Fin d → ℝ) (A : α → Pseudo d)
    (τ : α → Fin d → ℝ) (u : Fin d → ℝ) {c : ι → ℂ} {e : ℝ}
    (h : hamiltonian T G A τ *ᵥ c = (e : ℂ) • c) :
    ∑ a, slope G (A a) (τ a) u c = 0 := by
  -- the derivative matrix is a commutator of the Hamiltonian with `G·u`
  have hentry : ∀ i j, gradient G A τ (fun _ => u) i j =
      -Complex.I * (((G i ⬝ᵥ u : ℝ) : ℂ) - ((G j ⬝ᵥ u : ℝ) : ℂ)) *
        hamiltonian T G A τ i j := by
    intro i j
    by_cases hij : i = j
    · subst hij
      simp [gradient]
    · simp only [gradient, hamiltonian, Matrix.of_apply, if_neg hij, zero_add,
        Finset.mul_sum, sub_dotProduct, Complex.ofReal_sub]
      exact Finset.sum_congr rfl fun a _ => by ring
  let w : ι → ℂ := fun i => ((G i ⬝ᵥ u : ℝ) : ℂ) * c i
  have hw : ∀ i, star (w i) = ((G i ⬝ᵥ u : ℝ) : ℂ) * star (c i) := by
    intro i
    have hr : star ((G i ⬝ᵥ u : ℝ) : ℂ) = ((G i ⬝ᵥ u : ℝ) : ℂ) := Complex.conj_ofReal _
    change star (((G i ⬝ᵥ u : ℝ) : ℂ) * c i) = _
    rw [star_mul', hr]
  have hg : star c ⬝ᵥ (gradient G A τ (fun _ => u) *ᵥ c) = -Complex.I *
      (star w ⬝ᵥ (hamiltonian T G A τ *ᵥ c) - star c ⬝ᵥ (hamiltonian T G A τ *ᵥ w)) := by
    simp only [dotProduct, Matrix.mulVec, Pi.star_apply, Finset.mul_sum,
      ← Finset.sum_sub_distrib]
    refine Finset.sum_congr rfl fun i _ => Finset.sum_congr rfl fun j _ => ?_
    have h1 := hentry i j
    simp only [dotProduct] at h1
    have h2 := hw i
    simp only [dotProduct] at h2
    rw [h1, h2]
    simp only [w, dotProduct]
    ring
  have hs : star w ⬝ᵥ c = star c ⬝ᵥ w := by
    refine Finset.sum_congr rfl fun i _ => ?_
    rw [Pi.star_apply, Pi.star_apply, hw i]
    simp only [w]
    ring
  refine (sum_slope G A τ (fun _ => u) c).trans ?_
  rw [hg, h, Matrix.dotProduct_mulVec, left_eigen (hamiltonian_hermitian T G A τ) h,
    dotProduct_smul, smul_dotProduct, hs, sub_self, mul_zero]

/-- If all atoms have the same velocity at `t`, the eigenvalue of a unit eigenvector that is
differentiable at `t` is stationary there. -/
theorem rigid_motion_stationary [DecidableEq ι] (T : ι → ℝ) (G : ι → Fin d → ℝ)
    (A : α → Pseudo d) {τ : ℝ → α → Fin d → ℝ} {u : Fin d → ℝ} {c : ℝ → ι → ℂ}
    {c' : ι → ℂ} {e : ℝ → ℝ} {t : ℝ} (hτ : HasDerivAt τ (fun _ => u) t)
    (hc : HasDerivAt c c' t) (hnorm : ∀ s, star (c s) ⬝ᵥ c s = 1)
    (heig : ∀ s, hamiltonian T G A (τ s) *ᵥ c s = (e s : ℂ) • c s) :
    HasDerivAt (fun s => (e s : ℂ)) 0 t :=
  (no_pulay_term T G A hτ hc hnorm heig).congr_deriv
    (slope_sum_rule T G A (τ t) u (heig t))

/-- A purely local atom in one dimension with constant form factor `1`. -/
def deltaAtom : Pseudo 1 where
  v := fun _ => 1
  D := 0
  f := fun _ => 0
  v_neg := by simp

/-- Two such atoms at `0` and `π`, plane waves `G = 0, 1` and no kinetic energy: `(1, -i)` is an
unnormalised eigenvector with eigenvalue `2`, and its slope for moving the second atom alone with
velocity `1` is `-2`. -/
theorem slope_witness :
    hamiltonian (fun _ => 0) ![![0], ![1]] (fun _ : Fin 2 => deltaAtom)
      ![![0], ![Real.pi]] *ᵥ ![1, -Complex.I] = (2 : ℂ) • ![1, -Complex.I] ∧
    slope ![![0], ![1]] deltaAtom ![Real.pi] ![1] ![1, -Complex.I] = -2 := by
  have h1 : Complex.exp (Complex.I * Real.pi) = -1 := by
    rw [mul_comm]
    exact Complex.exp_pi_mul_I
  have h2 : Complex.exp (-(Complex.I * Real.pi)) = -1 := by
    rw [Complex.exp_neg, h1]
    norm_num
  constructor
  · ext i
    fin_cases i <;>
      simp [hamiltonian, deltaAtom, Pseudo.W, phase, Matrix.mulVec, dotProduct,
        Fin.sum_univ_succ, h1, h2] <;> norm_num
  · simp [slope, deltaAtom, Pseudo.W, phase, dotProduct, Fin.sum_univ_succ, h1, h2]
    norm_num

end

end PlaneWaveForce
```

```lean
#print axioms PlaneWaveForce.no_pulay_term
-- 'PlaneWaveForce.no_pulay_term' depends on axioms: [propext, Classical.choice, Quot.sound]
#print axioms PlaneWaveForce.rigid_motion_stationary
-- 'PlaneWaveForce.rigid_motion_stationary' depends on axioms: [propext, Classical.choice, Quot.sound]
```

## From the matrix identity to the atomic slopes

`hamiltonian_hermitian` checks the conjugation relations for $W$ and the phases. `left_eigen` turns $Hc=ec$ into $c^\dagger H=e\,c^\dagger$.

In `hellmann_feynman`, `hN` differentiates the constant norm, `hE` writes the eigenvalue as an expectation value, and `hD` applies the product rule. `hL` moves $H$ onto the left vector, and the final `linear_combination` removes $e$ times the derivative of the norm.

`no_pulay_term` obtains $H'$ from the chain rule for the phases (`hphase`); `sum_slope` reorders the sums to separate the atoms. In `slope_sum_rule`, `hentry` is the commutator formula entry by entry, and `w` is the vector $Xc$. `rigid_motion_stationary` combines these two theorems.

`slope_witness` evaluates a case where a single atom's slope is not zero. Two atoms with form factor 1 sit at $0$ and $\pi$, with plane waves $G=0,1$. Both kinetic energies are set to zero, an artificial choice that keeps the arithmetic short. At this geometry $H$ is twice the identity, so every nonzero vector is an eigenvector; $(1,-i)$ is the one that belongs to the branch given below. The vector $(1,-i)$ has squared norm 2 and gives $-2$, so the normalised slope is $-1$. By hand, moving the second atom to $\theta$ gives the branch $e=2+2\cos(\theta/2)$, whose derivative at $\theta=\pi$ is also $-1$.
